# Two positive rates with a fixed nonzero difference, each falling with scale at a speed equal to their product

Two rates `r` and `p` depend on a real scale `G`, and the flow asks that each have derivative `-r p`. The theorem gives an explicit solution for any real `D ≠ 0`: r = D / (1 - exp(-D G)) and p = D / (exp(D G) - 1). At every `G > 0` these satisfy the flow equations, are both positive, and differ by r - p = D. The proof gets positivity by splitting on the sign of the parameter, and the derivatives from the quotient rule, after writing the partner rate with the same exponential.

The first attempt, which Lean rejects:

```lean
import Mathlib

open MeasureTheory

namespace FisherRandomIsingFlow

noncomputable section

/-- The flow of the two rates at scale `G`: both have derivative `-r p`. -/
def RateFlow (r p : ℝ → ℝ) (G : ℝ) : Prop :=
  HasDerivAt r (-(r G * p G)) G ∧ HasDerivAt p (-(r G * p G)) G

/-- The rate `D / (exp (D G) - 1)`, for `D ≠ 0` and `G ≠ 0`. -/
def offRate (D G : ℝ) : ℝ := D / (Real.exp (D * G) - 1)

/-- For every `D ≠ 0` the rates `offRate (-D)` and `offRate D` are positive, differ by `D`
and obey the rate flow at every positive scale. -/
theorem offcritical_solution {D G : ℝ} (hD : D ≠ 0) (hG : 0 < G) :
    RateFlow (offRate (-D)) (offRate D) G ∧ 0 < offRate (-D) G ∧ 0 < offRate D G ∧
      offRate (-D) G - offRate D G = D := by
  have hne : ∀ E : ℝ, E ≠ 0 → Real.exp (E * G) - 1 ≠ 0 := fun E hE h0 =>
    mul_ne_zero hE hG.ne' (Real.exp_eq_one_iff _ |>.1 (sub_eq_zero.1 h0))
  have hpos : ∀ E : ℝ, E ≠ 0 → 0 < offRate E G := by
    intro E hE
    rcases lt_or_gt_of_ne hE with h | h
    · exact div_pos_of_neg_of_neg h
        (sub_neg.2 (Real.exp_lt_one (mul_neg_of_neg_of_pos h hG)))
    · exact div_pos h (sub_pos.2 (Real.one_lt_exp_iff.2 (mul_pos h hG)))
  -- the partner rate written with the same exponential
  have hpart : ∀ E : ℝ, E ≠ 0 →
      offRate (-E) G = E * Real.exp (E * G) / (Real.exp (E * G) - 1) := by
    intro E hE
    have hi : Real.exp (E * G) * Real.exp (-E * G) = 1 := by
      rw [← Real.exp_add, neg_mul, add_neg_cancel, Real.exp_zero]
    unfold offRate
    rw [div_eq_div_iff (hne (-E) (neg_ne_zero.2 hE)) (hne E hE)]
    linear_combination (-E) * hi
  have hder : ∀ E : ℝ, E ≠ 0 →
      HasDerivAt (offRate E) (-(offRate (-E) G * offRate E G)) G := by
    intro E hE
    have h1 := (((hasDerivAt_id' G).const_mul E).exp).sub_const 1
    refine ((hasDerivAt_const G E).fun_div h1 (hne E hE)).congr_deriv ?_
    rw [hpart E hE, offRate, div_mul_div_comm, ← neg_div, ← sq]
    congr 1
    ring
  refine ⟨⟨?_, hder D hD⟩, hpos _ (neg_ne_zero.2 hD), hpos D hD, ?_⟩
  · have h := hder (-D) (neg_ne_zero.2 hD)
    rwa [neg_neg, mul_comm (offRate D G)] at h
  · rw [hpart D hD, offRate, ← sub_div, div_eq_iff (hne D hD)]
    ring

end

end FisherRandomIsingFlow
```

Compiling this gives:

```
Main.lean:27:20: error(lean.unknownIdentifier): Unknown constant `Real.exp_lt_one`
```

Diagnosis. The message says that Lean knows no constant called `Real.exp_lt_one`. The name is used in the proof of positivity, in the case `E < 0`. There the numerator of `offRate E G` is negative, so the denominator `Real.exp (E * G) - 1` must be shown negative too, which comes down to `Real.exp (E * G) < 1`. The mathematics of this step is sound, but the lemma cited for it does not exist under that name.

The repair uses `Real.exp_lt_one_iff`, which says that the exponential of a real number is less than one exactly when the number is negative. Since this is an equivalence, `.2` is needed to pass from the negative exponent to the bound. The proof that `E * G` is negative, `mul_neg_of_neg_of_pos h hG`, is kept as its argument.

Fix (accepted with no message):

```diff
@@ -25,5 +25,5 @@
     rcases lt_or_gt_of_ne hE with h | h
     · exact div_pos_of_neg_of_neg h
-        (sub_neg.2 (Real.exp_lt_one (mul_neg_of_neg_of_pos h hG)))
+        (sub_neg.2 (Real.exp_lt_one_iff.2 (mul_neg_of_neg_of_pos h hG)))
     · exact div_pos h (sub_pos.2 (Real.one_lt_exp_iff.2 (mul_pos h hG)))
   -- the partner rate written with the same exponential
```
